# The Wigner projection integral of a Néel spin configuration in closed form

## The norm in a spin-projected energy

A broken-symmetry determinant $|\Phi\rangle$ is in general not an eigenstate of total spin. One way to get a singlet energy from it is to project it on $S=0$ and divide $\langle\Phi|H\mathcal{Q}|\Phi\rangle$ by the norm $\langle\Phi|\mathcal{Q}|\Phi\rangle$, where $\mathcal{Q}$ is the projector on $S=0$ and $H$ a Hamiltonian that commutes with it. If the determinant has a definite $S_z$, the norm can be written as an integral over one rotation angle and evaluated by quadrature. For $2n$ electrons in orthonormal, singly occupied orbitals with alternating spins, it equals $1/(n+1)$. This gives a reference value for the quadrature and shows how small the denominator becomes as the system grows.

## From the rotated overlap to a spin weight

Let $|\Phi\rangle$ be this Néel determinant. It has $n$ up and $n$ down spins, so its $S_z$ quantum number is $M=0$, and it can be written as $\sum_S c_S|S,0\rangle$ with normalised components of total spin $S$. A rotation by $\beta$ about the y axis does not mix different $S$, and its diagonal matrix element for $M=0$ is $d^S_{00}(\beta)=P_S(\cos\beta)$, with $P_S$ the Legendre polynomial. Therefore

$$\langle\Phi|e^{-i\beta S_y}|\Phi\rangle=\sum_S |c_S|^2P_S(\cos\beta).$$

Orthogonality of the Legendre polynomials isolates one weight:

$$w_S=|c_S|^2=\frac{2S+1}{2}\int_0^\pi P_S(\cos\beta)\,\langle\Phi|e^{-i\beta S_y}|\Phi\rangle\sin\beta\,d\beta .$$

Because the spatial orbitals are orthonormal, the matrix of overlaps between the original and the rotated spin orbitals is diagonal, and its determinant is a product of one-spin matrix elements. Only the spin configuration is needed from here on.

## The statement and its Lean objects

For natural numbers $S\le n$,

$$w_S=\frac{(2S+1)(n!)^2}{(n-S)!\,(n+S+1)!},\qquad w_0=\frac1{n+1}.$$

The first formula is `spinWeight_eq`, the second `singlet_weight`. The Lean objects have these meanings:

- `legendreP S` is $P_S$, defined by the Rodrigues formula. The degree is called $S$, where textbooks often write $\ell$.
- `spinHalfRotation β` is the real matrix of $e^{-i\beta\sigma_y/2}$, with index 0 for up and 1 for down.
- `globalRotation N β` is the tensor product of $N$ such matrices. Its rows and columns are labelled by spin configurations, which are functions from `Fin N` to `Fin 2`.
- `neel n` is the alternating configuration of $2n$ spins, so $n$ is half the number of sites.
- `spinWeight n S` is the projection integral above, with the diagonal element of `globalRotation` as the overlap.

The step from this model to the physical setting is the reading of the integral as a squared norm. In Lean, `spinWeight` is defined as an integral, and its meaning as a probability comes from the expansion in $|S,0\rangle$ given above. The model has no orbital overlap, so a determinant whose up orbitals are not orthogonal to its down orbitals will in general have other weights.

Two further theorems concern the integral in $x=\cos\beta$. `legendre_projection` gives the same closed form for $\frac{2S+1}{2}\int_{-1}^1P_S(x)\left(\frac{1+x}{2}\right)^n dx$ when $S\le n$, and `legendre_projection_eq_zero` says that the integral vanishes when $S>n$.

## Derivation by repeated integration by parts

**The overlap.** Each of the $2n$ spins contributes the diagonal element $\cos(\beta/2)$, whether it is up or down. The overlap is

$$\cos^{2n}(\beta/2)=\left(\frac{1+\cos\beta}{2}\right)^n .$$

With $x=\cos\beta$ and $dx=-\sin\beta\,d\beta$, the weight becomes $\frac{2S+1}{2}I$, where

$$I=\int_{-1}^1P_S(x)\,q(x)\,dx,\qquad q(x)=\left(\frac{1+x}{2}\right)^n.$$

**Moving the derivatives.** The Rodrigues formula reads

$$P_S(x)=\frac1{2^SS!}\frac{d^S}{dx^S}(x^2-1)^S .$$

For $j<S$, the $j$-th derivative of $(x^2-1)^S$ still contains the factor $(x^2-1)^{S-j}$, so it vanishes at $x=\pm1$. Integrating by parts $S$ times thus leaves no boundary terms. The sign $(-1)^S$ turns $(x^2-1)^S$ into $(1-x^2)^S$:

$$I=\frac1{2^SS!}\int_{-1}^1(1-x^2)^S\,q^{(S)}(x)\,dx .$$

**Differentiating the overlap.** For $S>n$ the derivative $q^{(S)}$ is zero, and so is $I$. For $S\le n$,

$$q^{(S)}(x)=\frac1{2^n}\frac{n!}{(n-S)!}(1+x)^{n-S},$$

and $(1-x^2)^S(1+x)^{n-S}=(1-x)^S(1+x)^n$.

**The remaining integral.** Let $B(a,b)=\int_{-1}^1(1-x)^a(1+x)^b\,dx$. The claim is

$$B(a,b)=\frac{2^{a+b+1}a!\,b!}{(a+b+1)!}.$$

For $a=0$ both sides are $2^{b+1}/(b+1)$. Writing one factor as $1-x=2-(1+x)$ gives

$$\begin{aligned}
B(a+1,b)&=2B(a,b)-B(a,b+1)\\
&=\frac{2^{a+b+2}a!\,b!}{(a+b+2)!}\,\bigl[(a+b+2)-(b+1)\bigr]\\
&=\frac{2^{a+b+2}(a+1)!\,b!}{(a+b+2)!},
\end{aligned}$$

which is the claim for $a+1$.

**Collecting factors.** With $a=S$ and $b=n$,

$$I=\frac1{2^SS!}\cdot\frac{n!}{2^n(n-S)!}\cdot\frac{2^{n+S+1}S!\,n!}{(n+S+1)!}=\frac{2(n!)^2}{(n-S)!\,(n+S+1)!}.$$

Multiplication by $(2S+1)/2$ gives $w_S$. At $S=0$ this is $(n!)^2/(n!\,(n+1)!)=1/(n+1)$.

## Four spins, and a spin that is too large

For $n=2$ the formula gives

$$w_0=\frac{4}{2!\,3!}=\frac13,\qquad w_1=\frac{3\cdot4}{1!\,4!}=\frac12,\qquad w_2=\frac{5\cdot4}{0!\,5!}=\frac16 .$$

These add up to 1. The triplet value can be confirmed directly:

$$\frac32\int_{-1}^1x\,\frac{1+2x+x^2}{4}\,dx=\frac32\cdot\frac13=\frac12 .$$

The closed form needs $S\le n$. Take $n=1$ and $S=2$: two spins 1/2 cannot form a quintet, and $\int_{-1}^1P_2(x)\frac{1+x}{2}\,dx=0$. Subtraction of natural numbers in Lean stops at zero, so the right-hand side would read $5/(0!\,4!)=5/24$. The same mismatch occurs for every $S>n$, since the integral is zero and the right-hand side stays positive.

## The complete Lean file

```lean
import Mathlib

open Polynomial

namespace NeelSpinProjection

noncomputable section

/-- The Legendre polynomial `P_S`, given by the Rodrigues formula. -/
def legendreP (S : ℕ) : ℝ[X] :=
  C (1 / (2 ^ S * (S.factorial : ℝ))) * derivative^[S] ((X ^ 2 - 1) ^ S)

/-- The matrix of a rotation of one spin 1/2 by the angle `β` about the y axis. -/
def spinHalfRotation (β : ℝ) : Matrix (Fin 2) (Fin 2) ℝ :=
  !![Real.cos (β / 2), -Real.sin (β / 2); Real.sin (β / 2), Real.cos (β / 2)]

/-- The common rotation of `N` spins 1/2 about the y axis, as a matrix between
spin configurations: the tensor product of the one-spin rotations. -/
def globalRotation (N : ℕ) (β : ℝ) : Matrix (Fin N → Fin 2) (Fin N → Fin 2) ℝ :=
  Matrix.of fun s t => ∏ i, spinHalfRotation β (s i) (t i)

/-- The Néel configuration of `2n` spins: up (0) and down (1) in alternation. -/
def neel (n : ℕ) : Fin (2 * n) → Fin 2 := fun i => if Even (i : ℕ) then 0 else 1

/-- The Wigner projection integral of the Néel configuration on total spin `S`: the
rotated overlap is integrated against `P_S(cos β) sin β` and multiplied by `(2S+1)/2`. -/
def spinWeight (n S : ℕ) : ℝ :=
  (2 * S + 1) / 2 * ∫ β in (0 : ℝ)..Real.pi,
    (legendreP S).eval (Real.cos β) * globalRotation (2 * n) β (neel n) (neel n) * Real.sin β

/-- Derivatives of `(x² - 1)^S` of order below `S` vanish at the points with `a² = 1`. -/
theorem boundary_vanishes {S j : ℕ} (h : j < S) {a : ℝ} (ha : a ^ 2 = 1) :
    (derivative^[j] ((X ^ 2 - 1 : ℝ[X]) ^ S)).eval a = 0 := by
  obtain ⟨r, hr⟩ := Polynomial.pow_sub_dvd_iterate_derivative_of_pow_dvd j
    (dvd_refl ((X ^ 2 - 1 : ℝ[X]) ^ S))
  rw [hr, eval_mul, eval_pow, eval_sub, eval_pow, eval_X, eval_one, ha, sub_self,
    zero_pow (by omega), zero_mul]

/-- Projecting a polynomial `q` on `P_S` amounts to integrating its `S`-th derivative
against `(1 - x²)^S / (2^S S!)`. -/
theorem integral_legendre_mul (S : ℕ) (q : ℝ[X]) :
    ∫ x in (-1 : ℝ)..1, (legendreP S).eval x * q.eval x =
      1 / (2 ^ S * (S.factorial : ℝ)) *
        ∫ x in (-1 : ℝ)..1, (1 - x ^ 2) ^ S * (derivative^[S] q).eval x := by
  -- one integration by parts without boundary terms
  have parts : ∀ p r : ℝ[X], p.eval 1 = 0 → p.eval (-1) = 0 →
      ∫ x in (-1 : ℝ)..1, (derivative p).eval x * r.eval x =
        -∫ x in (-1 : ℝ)..1, p.eval x * (derivative r).eval x := by
    intro p r h1 h2
    have h := intervalIntegral.integral_mul_deriv_eq_deriv_mul (a := -1) (b := 1)
      (u := fun x => p.eval x) (v := fun x => r.eval x)
      (u' := fun x => (derivative p).eval x) (v' := fun x => (derivative r).eval x)
      (fun x _ => p.hasDerivAt x) (fun x _ => r.hasDerivAt x)
      ((derivative p).continuous.intervalIntegrable _ _)
      ((derivative r).continuous.intervalIntegrable _ _)
    simp only [h1, h2] at h
    linarith
  -- after k steps, k derivatives have moved to q
  have key : ∀ k, k ≤ S →
      ∫ x in (-1 : ℝ)..1, (derivative^[S] ((X ^ 2 - 1 : ℝ[X]) ^ S)).eval x * q.eval x =
        (-1) ^ k * ∫ x in (-1 : ℝ)..1,
          (derivative^[S - k] ((X ^ 2 - 1 : ℝ[X]) ^ S)).eval x * (derivative^[k] q).eval x := by
    intro k
    induction k with
    | zero => intro _; simp
    | succ k ih =>
      intro hk
      rw [ih (by omega), show S - k = S - (k + 1) + 1 by omega]
      simp only [Function.iterate_succ_apply']
      rw [parts _ _ (boundary_vanishes (by omega) (by norm_num))
        (boundary_vanishes (by omega) (by norm_num))]
      ring
  have h := key S le_rfl
  simp only [Nat.sub_self, Function.iterate_zero, id_eq] at h
  have hL : ∀ x : ℝ, (legendreP S).eval x * q.eval x = 1 / (2 ^ S * (S.factorial : ℝ)) *
      ((derivative^[S] ((X ^ 2 - 1 : ℝ[X]) ^ S)).eval x * q.eval x) := by
    intro x
    simp only [legendreP, eval_mul, eval_C]
    ring
  simp only [hL]
  rw [intervalIntegral.integral_const_mul, h, ← intervalIntegral.integral_const_mul]
  congr 1
  refine intervalIntegral.integral_congr (fun x _ => ?_)
  simp only [eval_pow, eval_sub, eval_X, eval_one]
  rw [show 1 - x ^ 2 = -1 * (x ^ 2 - 1) by ring, mul_pow]
  ring

/-- The `k`-th derivative of `(x + 1)^n` is `n(n-1)⋯(n-k+1) (x + 1)^(n-k)`, and zero
for `k > n`. -/
theorem iterate_derivative_kernel (n k : ℕ) :
    derivative^[k] ((X + 1 : ℝ[X]) ^ n) =
      C (n.descFactorial k : ℝ) * (X + 1) ^ (n - k) := by
  induction k with
  | zero => simp
  | succ k ih =>
    rw [Function.iterate_succ_apply', ih, derivative_C_mul, derivative_pow,
      Nat.descFactorial_succ]
    simp only [derivative_add, derivative_X, derivative_one, add_zero, mul_one,
      Nat.cast_mul, C_mul, Nat.sub_sub]
    ring

/-- The beta integral on `[-1,1]`: `∫ (1-x)^a (1+x)^b = 2^(a+b+1) a! b! / (a+b+1)!`. -/
theorem beta_integral (a b : ℕ) :
    ∫ x in (-1 : ℝ)..1, (1 - x) ^ a * (1 + x) ^ b =
      2 ^ (a + b + 1) * (a.factorial : ℝ) * b.factorial / (a + b + 1).factorial := by
  induction a generalizing b with
  | zero =>
    have h : ∫ x in (-1 : ℝ)..1, (1 + x) ^ b = ∫ x in (1 + -1 : ℝ)..(1 + 1), x ^ b :=
      intervalIntegral.integral_comp_add_left (fun x : ℝ => x ^ b) 1
    have hb : (b.factorial : ℝ) ≠ 0 := by positivity
    simp only [pow_zero, one_mul]
    rw [h, integral_pow, show (1 : ℝ) + -1 = 0 by norm_num, show (1 : ℝ) + 1 = 2 by norm_num,
      zero_pow (Nat.succ_ne_zero b), sub_zero, zero_add, Nat.factorial_zero,
      Nat.factorial_succ]
    push_cast
    field_simp
  | succ a ih =>
    -- 1 - x = 2 - (1 + x) lowers the first exponent
    have h : ∀ x : ℝ, (1 - x) ^ (a + 1) * (1 + x) ^ b =
        2 * ((1 - x) ^ a * (1 + x) ^ b) - (1 - x) ^ a * (1 + x) ^ (b + 1) := by
      intro x
      ring
    simp only [h]
    rw [intervalIntegral.integral_sub
      (Continuous.intervalIntegrable (by fun_prop) _ _)
      (Continuous.intervalIntegrable (by fun_prop) _ _),
      intervalIntegral.integral_const_mul, ih b, ih (b + 1),
      show a + (b + 1) + 1 = a + b + 1 + 1 by omega,
      show a + 1 + b + 1 = a + b + 1 + 1 by omega,
      Nat.factorial_succ (a + b + 1), Nat.factorial_succ a, Nat.factorial_succ b]
    have h1 : ((a + b + 1).factorial : ℝ) ≠ 0 := by positivity
    have h2 : (a : ℝ) + b + 1 + 1 ≠ 0 := by positivity
    push_cast
    field_simp
    ring

/-- The Legendre projection of `((1+x)/2)^n` for every `S`, with the falling factorial
`n(n-1)⋯(n-S+1)` in front of the remaining integral. -/
theorem legendre_projection_aux (n S : ℕ) :
    ∫ x in (-1 : ℝ)..1, (legendreP S).eval x * ((1 + x) / 2) ^ n =
      1 / 2 ^ n * (1 / (2 ^ S * (S.factorial : ℝ)) * ((n.descFactorial S : ℝ) *
        ∫ x in (-1 : ℝ)..1, (1 - x ^ 2) ^ S * (1 + x) ^ (n - S))) := by
  have h : ∀ x : ℝ, (legendreP S).eval x * ((1 + x) / 2) ^ n =
      1 / 2 ^ n * ((legendreP S).eval x * ((X + 1 : ℝ[X]) ^ n).eval x) := by
    intro x
    simp only [eval_pow, eval_add, eval_X, eval_one, div_pow]
    ring
  simp only [h]
  rw [intervalIntegral.integral_const_mul, integral_legendre_mul, iterate_derivative_kernel,
    ← intervalIntegral.integral_const_mul (n.descFactorial S : ℝ)]
  congr 2
  refine intervalIntegral.integral_congr (fun x _ => ?_)
  simp only [eval_mul, eval_C, eval_pow, eval_add, eval_X, eval_one]
  rw [add_comm x 1]
  ring

/-- For `S ≤ n`, `(2S+1)/2` times the integral of `P_S(x) ((1+x)/2)^n` over `[-1,1]` is
`(2S+1) (n!)² / ((n-S)! (n+S+1)!)`. -/
theorem legendre_projection {n S : ℕ} (hS : S ≤ n) :
    (2 * S + 1) / 2 * ∫ x in (-1 : ℝ)..1, (legendreP S).eval x * ((1 + x) / 2) ^ n =
      (2 * S + 1) * (n.factorial : ℝ) ^ 2 / ((n - S).factorial * (n + S + 1).factorial) := by
  have h : ∀ x : ℝ, (1 - x ^ 2) ^ S * (1 + x) ^ (n - S) = (1 - x) ^ S * (1 + x) ^ n := by
    intro x
    rw [show 1 - x ^ 2 = (1 - x) * (1 + x) by ring, mul_pow, mul_assoc, ← pow_add,
      Nat.add_sub_cancel' hS]
  have h1 : ((n - S).factorial : ℝ) ≠ 0 := by positivity
  have h2 : (S.factorial : ℝ) ≠ 0 := by positivity
  have h3 : ((n + S + 1).factorial : ℝ) ≠ 0 := by positivity
  have hD : (n.descFactorial S : ℝ) = n.factorial / (n - S).factorial := by
    rw [eq_div_iff h1, mul_comm]
    exact_mod_cast Nat.factorial_mul_descFactorial hS
  rw [legendre_projection_aux]
  simp only [h]
  rw [beta_integral, hD, show S + n + 1 = n + S + 1 by omega, pow_succ, pow_add]
  field_simp

/-- The function `((1+x)/2)^n` has no Legendre component with `S > n`. -/
theorem legendre_projection_eq_zero {n S : ℕ} (hS : n < S) :
    ∫ x in (-1 : ℝ)..1, (legendreP S).eval x * ((1 + x) / 2) ^ n = 0 := by
  rw [legendre_projection_aux, Nat.descFactorial_of_lt hS]
  simp

/-- The overlap of the Néel configuration of `2n` spins with its copy rotated by `β` is
`((1 + cos β)/2)^n`. -/
theorem neel_overlap (n : ℕ) (β : ℝ) :
    globalRotation (2 * n) β (neel n) (neel n) = ((1 + Real.cos β) / 2) ^ n := by
  have h : ∀ s : Fin 2, spinHalfRotation β s s = Real.cos (β / 2) := by
    intro s
    fin_cases s <;> simp [spinHalfRotation]
  simp only [globalRotation, Matrix.of_apply, h, Finset.prod_const, Finset.card_univ,
    Fintype.card_fin, pow_mul]
  rw [Real.cos_sq, show 2 * (β / 2) = β by ring]
  congr 1
  ring

/-- For `S ≤ n`, the Wigner projection integral of the Néel configuration of `2n` spins
on total spin `S` is `(2S+1) (n!)² / ((n-S)! (n+S+1)!)`. -/
theorem spinWeight_eq {n S : ℕ} (hS : S ≤ n) :
    spinWeight n S =
      (2 * S + 1) * (n.factorial : ℝ) ^ 2 / ((n - S).factorial * (n + S + 1).factorial) := by
  -- substitute x = cos β
  have h := intervalIntegral.integral_comp_mul_deriv (a := 0) (b := Real.pi)
    (f := Real.cos) (f' := fun β => -Real.sin β)
    (g := fun x => (legendreP S).eval x * ((1 + x) / 2) ^ n)
    (fun x _ => Real.hasDerivAt_cos x) (by fun_prop)
    ((legendreP S).continuous.mul (by fun_prop))
  rw [Real.cos_zero, Real.cos_pi, intervalIntegral.integral_symm (-1) 1] at h
  simp only [Function.comp_apply, mul_neg, intervalIntegral.integral_neg] at h
  rw [← legendre_projection hS, spinWeight]
  simp only [neel_overlap]
  rw [neg_injective h]

/-- The singlet weight of the Néel configuration of `2n` spins is `1/(n+1)`. -/
theorem singlet_weight (n : ℕ) : spinWeight n 0 = 1 / (n + 1) := by
  have h : (n.factorial : ℝ) ≠ 0 := by positivity
  rw [spinWeight_eq (Nat.zero_le n)]
  simp only [Nat.sub_zero, add_zero, Nat.factorial_succ, Nat.cast_zero, mul_zero, zero_add,
    one_mul]
  push_cast
  field_simp

end

end NeelSpinProjection
```

```lean
#print axioms NeelSpinProjection.legendre_projection_eq_zero
#print axioms NeelSpinProjection.spinWeight_eq
#print axioms NeelSpinProjection.singlet_weight
```

```
'NeelSpinProjection.legendre_projection_eq_zero' depends on axioms: [propext, Classical.choice, Quot.sound]
'NeelSpinProjection.spinWeight_eq' depends on axioms: [propext, Classical.choice, Quot.sound]
'NeelSpinProjection.singlet_weight' depends on axioms: [propext, Classical.choice, Quot.sound]
```

## How the lemmas carry the derivation

`boundary_vanishes` uses a divisibility lemma from Mathlib: the $j$-th derivative of $(x^2-1)^S$ is a multiple of $(x^2-1)^{S-j}$. At a point with $a^2=1$ this factor is a positive power of zero.

`integral_legendre_mul` carries out the integrations by parts for an arbitrary polynomial $q$. Its inner statement `parts` is a single step without boundary terms. The statement `key` is an induction on the number $k$ of derivatives already moved, and each step calls `boundary_vanishes` at both endpoints. Setting $k=S$ and absorbing the sign gives the formula with $(1-x^2)^S$.

`iterate_derivative_kernel` differentiates $(x+1)^n$ by induction. The coefficient `n.descFactorial k` is the falling factorial $n(n-1)\cdots(n-k+1)$, which is zero for $k>n$, so one formula serves both cases.

`beta_integral` is the induction on $a$. The words `generalizing b` are needed because the recursion also calls the hypothesis at $b+1$. After the factorials are expanded, `field_simp` and `ring` do the algebra in the square bracket above.

`legendre_projection_aux` combines `integral_legendre_mul` and `iterate_derivative_kernel` for every $S$ and leaves the last integral unevaluated. From there, `legendre_projection` merges the powers of $1+x$, inserts `beta_integral` and writes the falling factorial as $n!/(n-S)!$. `legendre_projection_eq_zero` only has to note that the falling factorial vanishes.

`neel_overlap` shows that both diagonal elements of the one-spin rotation are $\cos(\beta/2)$, collapses the product to a power and applies the half-angle identity. `spinWeight_eq` then substitutes $x=\cos\beta$. The minus sign from the derivative of the cosine cancels the one from reversing the limits, and `legendre_projection` supplies the value. `singlet_weight` sets $S=0$ and simplifies the factorials; it includes $n=0$, where there are no spins and the weight is 1.
